# For s-to-p absorption, 3/2 of the summed circular intensities along n is (3/2)(1 − ⟨n,Rn⟩/tr R) times the isotropic sum

Suppose the integrated dichroism signal of a K edge is to be divided by the isotropic sum, which adds the integrated absorption for three perpendicular linear polarizations. Only the two circular spectra are available, and 3/2 of their integrated sum is used instead. For a single p_z hole and a beam along z this divisor is zero, although the isotropic sum is not. With the beam along x it is too large by half. The error depends on the beam direction n and on the p-hole matrix R, and it can be written down exactly.

```lean
import Mathlib

open Matrix
open scoped ComplexOrder

namespace DichroismNormalization

noncomputable section
```

## The hole matrix and the spectra

The model is dipole absorption from an s core level into p holes, with the common radial factor set to one. The matrix R_ij = ⟨p_i p_j†⟩, summed over spin, describes the holes in the real orbitals p_x, p_y, p_z, and its trace is the number of holes. Each spectrum enters through its intensity integrated over the absorption edge, which for a polarization vector e is

I(e) = Re Σ_ij conj(e_i) R_ij e_j.

In Lean the indices x, y, z are the elements 0, 1, 2 of `Fin 3`. Taking the real part changes nothing for Hermitian R, and it makes the intensity a real number for any matrix.

```lean
/-- Absorption intensity of the p-hole matrix `R` for the polarization vector `e`:
the real part of `e† R e`. -/
def intensity (R : Matrix (Fin 3) (Fin 3) ℂ) (e : Fin 3 → ℂ) : ℝ :=
  (star e ⬝ᵥ R *ᵥ e).re
```

A linear polarization is a real vector n, read as a complex one.

```lean
/-- Linear polarization along the real vector `n`. -/
def linearPol (n : Fin 3 → ℝ) : Fin 3 → ℂ := fun i => (n i : ℂ)
```

The circular polarizations of a beam along n are built from two real unit vectors a and b perpendicular to it and to each other:

e_s = (a + i s b)/√2, s = ±1.

```lean
/-- The polarization `(a + i s b)/√2`; for orthonormal `a`, `b` the signs `s = 1` and
`s = -1` give the two circular polarizations. -/
def circularPol (a b : Fin 3 → ℝ) (s : ℝ) : Fin 3 → ℂ :=
  fun i => (((Real.sqrt 2)⁻¹ : ℝ) : ℂ) * ((a i : ℂ) + (s : ℂ) * Complex.I * (b i : ℂ))
```

The isotropic sum adds the linear intensities along the three axes:

I_iso = I(x) + I(y) + I(z).

```lean
/-- The isotropic sum: the linear spectra along x, y and z added together. -/
def isotropicSum (R : Matrix (Fin 3) (Fin 3) ℂ) : ℝ :=
  ∑ k, intensity R (linearPol (Pi.single k 1))
```

The geometry is the orthonormality of a, b and n. Handedness is left open, since reversing it only exchanges the two circular polarizations.

```lean
/-- Three real orthonormal vectors: `a` and `b` span the polarization plane of a beam
along `n`. -/
structure IsFrame (a b n : Fin 3 → ℝ) : Prop where
  aa : a ⬝ᵥ a = 1
  bb : b ⬝ᵥ b = 1
  nn : n ⬝ᵥ n = 1
  ab : a ⬝ᵥ b = 0
  an : a ⬝ᵥ n = 0
  bn : b ⬝ᵥ n = 0
```

The factor to be found is defined from the spectra themselves:

F = (3/2)(I(e_+) + I(e_−))/I_iso.

The beam direction n does not appear in `normRatio`; it enters through the frame to which a and b belong.

```lean
/-- Three halves of the two circular spectra, divided by the isotropic sum; meant for a
nonzero isotropic sum. -/
def normRatio (R : Matrix (Fin 3) (Fin 3) ℂ) (a b : Fin 3 → ℝ) : ℝ :=
  3 / 2 * (intensity R (circularPol a b 1) + intensity R (circularPol a b (-1)))
    / isotropicSum R
```

## From two circular spectra to the beam direction

For real n the imaginary part of R adds only imaginary terms to the quadratic form, so

I(n) = Σ_ij n_i (Re R_ij) n_j.

Lean writes out the nine terms and compares them with `ring`.

```lean
/-- For linear polarization only the real part of the hole matrix contributes. -/
theorem intensity_linear (R : Matrix (Fin 3) (Fin 3) ℂ) (n : Fin 3 → ℝ) :
    intensity R (linearPol n) = ∑ i, ∑ j, n i * (R i j).re * n j := by
  simp only [intensity, linearPol, dotProduct, Matrix.mulVec, Fin.sum_univ_three,
    Pi.star_apply, Complex.star_def, Complex.conj_ofReal, Complex.add_re, Complex.mul_re,
    Complex.add_im, Complex.mul_im, Complex.ofReal_re, Complex.ofReal_im]
  ring
```

Setting n to each axis in turn picks out the diagonal, and therefore

I_iso = Re R_xx + Re R_yy + Re R_zz = Re tr R.

```lean
/-- The isotropic sum is the real part of the trace of the hole matrix. -/
theorem isotropicSum_eq_trace (R : Matrix (Fin 3) (Fin 3) ℂ) :
    isotropicSum R = R.trace.re := by
  simp [isotropicSum, intensity_linear, Pi.single_apply, Matrix.trace, Fin.sum_univ_three]
```

For circular polarization, with s² = 1,

I(e_s) = ½ [I(a) + I(b)] + ½ s Re[i(a·Rb − b·Ra)].

The last term is odd in s and cancels in the sum:

I(e_+) + I(e_−) = I(a) + I(b).

The step `key` proves this for an arbitrary real amplitude c, with a prefactor 2c²; the value c = 1/√2 makes the prefactor one.

```lean
/-- The two circular spectra add up to the two linear spectra along `a` and `b`. -/
theorem circular_pair (R : Matrix (Fin 3) (Fin 3) ℂ) (a b : Fin 3 → ℝ) :
    intensity R (circularPol a b 1) + intensity R (circularPol a b (-1))
      = intensity R (linearPol a) + intensity R (linearPol b) := by
  -- the interference terms between `a` and `b` cancel for any common amplitude `c`
  have key : ∀ c : ℝ,
      intensity R (fun i => (c : ℂ) * ((a i : ℂ) + ((1 : ℝ) : ℂ) * Complex.I * (b i : ℂ)))
      + intensity R (fun i => (c : ℂ) * ((a i : ℂ) + ((-1 : ℝ) : ℂ) * Complex.I * (b i : ℂ)))
      = 2 * c ^ 2 * (intensity R (linearPol a) + intensity R (linearPol b)) := by
    intro c
    rw [intensity_linear, intensity_linear]
    simp only [intensity, dotProduct, Matrix.mulVec, Fin.sum_univ_three,
      Pi.star_apply, Complex.star_def, map_mul, map_add, Complex.conj_ofReal, Complex.conj_I,
      Complex.add_re, Complex.mul_re, Complex.add_im, Complex.mul_im, Complex.neg_re,
      Complex.neg_im, Complex.I_re, Complex.I_im, Complex.ofReal_re, Complex.ofReal_im]
    ring
  have hc : 2 * ((Real.sqrt 2)⁻¹) ^ 2 = (1 : ℝ) := by
    rw [inv_pow, Real.sq_sqrt (by norm_num)]
    norm_num
  have h := key (Real.sqrt 2)⁻¹
  rw [hc, one_mul] at h
  exact h
```

Let M be the matrix with rows a, b, n. Orthonormality says M Mᵀ = 1. For a square matrix this gives Mᵀ M = 1, which is the completeness relation

a_i a_j + b_i b_j + n_i n_j = δ_ij.

Multiplying by Re R_ij and summing over i and j yields

I(a) + I(b) + I(n) = Re tr R.

In the proof, `hT` is the reversed product, `e` the completeness relation and `e'` its weighted form.

```lean
/-- The linear spectra along any three orthonormal directions add up to the real part of
the trace. -/
theorem frame_sum (R : Matrix (Fin 3) (Fin 3) ℂ) {a b n : Fin 3 → ℝ} (hf : IsFrame a b n) :
    intensity R (linearPol a) + intensity R (linearPol b) + intensity R (linearPol n)
      = R.trace.re := by
  obtain ⟨haa, hbb, hnn, hab, han, hbn⟩ := hf
  simp only [dotProduct, Fin.sum_univ_three] at haa hbb hnn hab han hbn
  -- orthonormal rows imply orthonormal columns
  let M : Matrix (Fin 3) (Fin 3) ℝ := Matrix.of ![a, b, n]
  have hM : M * Mᵀ = 1 := by
    ext i j
    fin_cases i <;> fin_cases j <;>
      simp [M, Matrix.mul_apply, Fin.sum_univ_three] <;> linarith
  have hT : Mᵀ * M = 1 := mul_eq_one_comm.mp hM
  have e : ∀ i j, a i * a j + b i * b j + n i * n j = (1 : Matrix (Fin 3) (Fin 3) ℝ) i j := by
    intro i j
    have h := congrFun (congrFun hT i) j
    simpa [M, Matrix.mul_apply, Fin.sum_univ_three] using h
  have e' : ∀ i j, a i * (R i j).re * a j + b i * (R i j).re * b j + n i * (R i j).re * n j
      = (R i j).re * (1 : Matrix (Fin 3) (Fin 3) ℝ) i j := by
    intro i j
    rw [← e]
    ring
  simp only [intensity_linear, ← Finset.sum_add_distrib, e']
  simp [Matrix.one_apply, Matrix.trace, Fin.sum_univ_three]
```

Together these steps give I(e_+) + I(e_−) = Re tr R − I(n), and division by the isotropic sum leaves

F = (3/2)(1 − I(n)/Re tr R).

For Hermitian R, I(n) is ⟨n,Rn⟩ and the trace is real, so this is the formula in the title. The hypothesis `ht` says that holes are present. For integrated K-edge intensities computed from a hole matrix, the formula converts one normalization into the other whenever F ≠ 0, within the dipole model with fully circular light and a common radial factor.

```lean
/-- For a hole matrix whose trace has positive real part, replacing the isotropic sum by
3/2 of the two circular spectra along `n` multiplies it by `(3/2)(1 - ⟨n, R n⟩ / tr R)`,
with real parts understood. -/
theorem normRatio_eq (R : Matrix (Fin 3) (Fin 3) ℂ) (ht : 0 < R.trace.re)
    {a b n : Fin 3 → ℝ} (hf : IsFrame a b n) :
    normRatio R a b = 3 / 2 * (1 - intensity R (linearPol n) / R.trace.re) := by
  have hs : intensity R (linearPol a) + intensity R (linearPol b)
      = R.trace.re - intensity R (linearPol n) := by
    linarith [frame_sum R hf]
  rw [normRatio, circular_pair, isotropicSum_eq_trace, hs, mul_div_assoc, sub_div,
    div_self ht.ne']
```

## Bounds and the isotropic case

If R is positive semidefinite, as a matrix of hole occupations is, no intensity is negative. Then I(n) ≥ 0, and I(n) = Re tr R − I(a) − I(b) ≤ Re tr R. Hence

0 ≤ I(n)/Re tr R ≤ 1, so 0 ≤ F ≤ 3/2.

```lean
/-- For a positive semidefinite hole matrix of positive trace the factor lies between
0 and 3/2. -/
theorem normRatio_mem_Icc {R : Matrix (Fin 3) (Fin 3) ℂ} (hR : R.PosSemidef)
    (ht : 0 < R.trace.re) {a b n : Fin 3 → ℝ} (hf : IsFrame a b n) :
    normRatio R a b ∈ Set.Icc (0 : ℝ) (3 / 2) := by
  have pos : ∀ e, 0 ≤ intensity R e := fun e =>
    (Complex.le_def.mp (hR.dotProduct_mulVec_nonneg e)).1
  have h0 : 0 ≤ intensity R (linearPol n) / R.trace.re := div_nonneg (pos _) ht.le
  have h1 : intensity R (linearPol n) / R.trace.re ≤ 1 := by
    rw [div_le_one ht]
    linarith [frame_sum R hf, pos (linearPol a), pos (linearPol b)]
  rw [normRatio_eq R ht hf]
  constructor <;> linarith
```

When is the replacement harmless for every beam? Write S = Re R and t = Re tr R. By the formula, F = 1 means n·Sn = t/3. Beams along the axes give

S_xx = S_yy = S_zz = t/3.

A beam along n = (3/5, 4/5, 0) then gives

(9/25) S_xx + (16/25) S_yy + (12/25)(S_xy + S_yx) = t/3,

so S_xy + S_yx = 0. Since R is Hermitian, S is symmetric, and both elements vanish. The other two pairs follow in the same way. Without the symmetry of S, a real antisymmetric part would escape every beam.

Conversely, if S = c·1, then n·Sn = c and t = 3c, so F = (3/2)(1 − 1/3) = 1.

The theorem quantifies over all frames, which amounts to all unit vectors n, because each can be completed to a frame. Beyond Hermiticity it places no condition on Im R, the part responsible for the difference between the two circular spectra, so a dichroic sample can satisfy the criterion.

```lean
/-- For a Hermitian hole matrix of positive trace, the factor is 1 for every beam frame
exactly when the real part of the matrix is a multiple of the identity. -/
theorem normRatio_eq_one_iff {R : Matrix (Fin 3) (Fin 3) ℂ} (hR : R.IsHermitian)
    (ht : 0 < R.trace.re) :
    (∀ a b n, IsFrame a b n → normRatio R a b = 1) ↔
      ∃ c : ℝ, R.map Complex.re = c • (1 : Matrix (Fin 3) (Fin 3) ℝ) := by
  constructor
  · intro h
    have key : ∀ a b n, IsFrame a b n →
        ∑ i, ∑ j, n i * (R i j).re * n j = R.trace.re / 3 := by
      intro a b n hf
      have h1 := h a b n hf
      rw [normRatio_eq R ht hf] at h1
      have h2 : intensity R (linearPol n) / R.trace.re = 1 / 3 := by linarith
      rw [div_eq_iff ht.ne'] at h2
      rw [← intensity_linear]
      linarith
    have sym : ∀ i j, (R j i).re = (R i j).re := by
      intro i j
      have h1 := congrArg Complex.re (hR.apply i j)
      simpa using h1
    -- beams along the axes fix the diagonal, tilted beams the off-diagonal part
    have x := key ![0, 1, 0] ![0, 0, 1] ![1, 0, 0]
      (by constructor <;> simp [dotProduct, Fin.sum_univ_three])
    have y := key ![0, 0, 1] ![1, 0, 0] ![0, 1, 0]
      (by constructor <;> simp [dotProduct, Fin.sum_univ_three])
    have z := key ![1, 0, 0] ![0, 1, 0] ![0, 0, 1]
      (by constructor <;> simp [dotProduct, Fin.sum_univ_three])
    have xy := key ![-4/5, 3/5, 0] ![0, 0, 1] ![3/5, 4/5, 0]
      (by constructor <;> simp [dotProduct, Fin.sum_univ_three] <;> norm_num)
    have xz := key ![-4/5, 0, 3/5] ![0, 1, 0] ![3/5, 0, 4/5]
      (by constructor <;> simp [dotProduct, Fin.sum_univ_three] <;> norm_num)
    have yz := key ![0, -4/5, 3/5] ![1, 0, 0] ![0, 3/5, 4/5]
      (by constructor <;> simp [dotProduct, Fin.sum_univ_three] <;> norm_num)
    simp [Fin.sum_univ_three] at x y z xy xz yz
    have s1 := sym 0 1
    have s2 := sym 0 2
    have s3 := sym 1 2
    refine ⟨R.trace.re / 3, ?_⟩
    ext i j
    fin_cases i <;> fin_cases j <;> simp <;> linarith
  · rintro ⟨c, hc⟩ a b n hf
    have e : ∀ i j, (R i j).re = c * (1 : Matrix (Fin 3) (Fin 3) ℝ) i j :=
      fun i j => congrFun (congrFun hc i) j
    have q : intensity R (linearPol n) = c * (n ⬝ᵥ n) := by
      rw [intensity_linear]
      simp only [e]
      simp [Matrix.one_apply, dotProduct, Fin.sum_univ_three]
      ring
    have t : R.trace.re = 3 * c := by
      simp [Matrix.trace, Fin.sum_univ_three, e]
      ring
    have hne : 3 * c ≠ 0 := t ▸ ht.ne'
    have third : c / (3 * c) = 1 / 3 := by
      rw [div_eq_iff hne]
      ring
    rw [normRatio_eq R ht hf, q, hf.nn, mul_one, t, third]
    norm_num
```

For an anisotropic sample, three perpendicular beams repair the normalization. Each of I(a), I(b) and I(n) occurs in two of the three circular sums, so

F_n + F_a + F_b = (3/2) · 2 Re tr R/Re tr R = 3,

and the average factor is 1. The three terms in Lean are the beams along n, a and b, in that order.

```lean
/-- For a trace with positive real part, the factors for beams along three orthonormal
directions add up to 3. -/
theorem three_beam_sum (R : Matrix (Fin 3) (Fin 3) ℂ) (ht : 0 < R.trace.re)
    {a b n : Fin 3 → ℝ} (hf : IsFrame a b n) :
    normRatio R a b + normRatio R b n + normRatio R n a = 3 := by
  simp only [normRatio, circular_pair, isotropicSum_eq_trace]
  rw [← add_div, ← add_div, div_eq_iff ht.ne']
  linarith [frame_sum R hf]
```

## A single p_z hole

A single hole in one real p orbital already reaches both bounds. For R = diag(0, 0, 1) the trace is 1 and I(n) = n_z². With θ the angle between the beam and z, the formula becomes

F = (3/2)(1 − cos²θ) = (3/2) sin²θ.

Along z both circular polarizations lie in the xy plane and miss the orbital, so F = 0. Along x the polarization plane contains z, and F = 3/2. Lean evaluates these two directions with the lemmas above and reads the positivity of R off its diagonal entries.

```lean
/-- A single hole in the p_z orbital has a positive semidefinite matrix and attains both
bounds: the factor is 0 for a beam along z and 3/2 for a beam along x. -/
theorem pz_hole_attains_bounds :
    (Matrix.diagonal ![(0 : ℂ), 0, 1]).PosSemidef ∧
    normRatio (Matrix.diagonal ![(0 : ℂ), 0, 1]) ![1, 0, 0] ![0, 1, 0] = 0 ∧
    normRatio (Matrix.diagonal ![(0 : ℂ), 0, 1]) ![0, 1, 0] ![0, 0, 1] = 3 / 2 := by
  refine ⟨Matrix.posSemidef_diagonal_iff.mpr ?_, ?_, ?_⟩
  · intro i
    fin_cases i <;> simp
  · simp [normRatio, circular_pair, isotropicSum_eq_trace, intensity_linear,
      Fin.sum_univ_three, Matrix.trace, Matrix.diagonal_apply]
  · simp [normRatio, circular_pair, isotropicSum_eq_trace, intensity_linear,
      Fin.sum_univ_three, Matrix.trace, Matrix.diagonal_apply]

end

end DichroismNormalization
```

```lean
#print axioms DichroismNormalization.isotropicSum_eq_trace
-- 'DichroismNormalization.isotropicSum_eq_trace' depends on axioms: [propext, Classical.choice, Quot.sound]
#print axioms DichroismNormalization.normRatio_mem_Icc
-- 'DichroismNormalization.normRatio_mem_Icc' depends on axioms: [propext, Classical.choice, Quot.sound]
#print axioms DichroismNormalization.three_beam_sum
-- 'DichroismNormalization.three_beam_sum' depends on axioms: [propext, Classical.choice, Quot.sound]
#print axioms DichroismNormalization.pz_hole_attains_bounds
-- 'DichroismNormalization.pz_hole_attains_bounds' depends on axioms: [propext, Classical.choice, Quot.sound]
```
